# For small t, the heat trace of a Dirichlet rectangle is its area, perimeter and corner terms, with an error below every power of t

## Does the expansion really stop at a constant?

I take the levels of a particle in a hard-wall rectangle with sides a, b > 0 as given, E = π²(m²/a² + n²/b²) with m, n ≥ 1 and Hamiltonian −Δ, and define the heat trace Z(t) as the sum of exp(−tE) over all pairs (m, n). As t → 0+ I expect an area term ab/(4πt) and a perimeter term −(a+b)/(4√(πt)). I have also seen a constant 1/4 attributed to the corners. Where does it come from in the sum, and why shouldn't corrections in √t, t and so on follow it?

## The corrections are bounce terms, smaller than any power of t

With the trace defined as a sum over quantum numbers, the question becomes one about Gaussian sums. The 1/4 is the product of two constants −1/2, one from each direction, and everything left over carries a factor exp(−ℓ²/(4t)), where ℓ is at least twice the shorter side. No power of t can follow.

### From one Gaussian sum to the rectangle

For c > 0 let G(c) be the sum over n ≥ 0 of exp(−c(n+1)²). Since (n+1)² ≥ n+1, each term is at most exp(−c)·exp(−c)ⁿ, and the geometric series gives

G(c) ≤ exp(−c) / (1 − exp(−c)).

The Fourier transform of exp(−cx²) at the integer frequency k is

∫ exp(−cx²) exp(−2πikx) dx = √(π/c) exp(−π²k²/c).

Poisson summation equates the sum of a function over all integers with the sum of its Fourier transform. On each side the integer 0 contributes the central term, and the positive and negative integers contribute equally, so

1 + 2G(c) = √(π/c) (1 + 2G(π²/c)).

Now let K(L,t) be the heat trace of a particle between two walls at distance L, the sum over n ≥ 0 of exp(−tπ²(n+1)²/L²). Let S(L,t) be the sum over n ≥ 0 of exp(−ℓ²/(4t)) with ℓ = 2(n+1)L, the length of n+1 round trips between the walls. Then K(L,t) = G(π²t/L²) and S(L,t) = G(L²/t). Setting c = π²t/L² gives π/c = L²/(πt) and π²/c = L²/t, hence

1 + 2K(L,t) = (L/√(πt)) (1 + 2S(L,t)),

K(L,t) = (L/(2√(πt))) (1 + 2S(L,t)) − 1/2.

The energies of the two directions add, so the exponentials multiply and Z(t) = K(a,t) K(b,t). Write u = √(πt), A = 1 + 2S(a,t) and B = 1 + 2S(b,t). Multiplying out,

Z(t) = (aA/(2u) − 1/2)(bB/(2u) − 1/2) = abAB/(4πt) − aA/(4u) − bB/(4u) + 1/4.

This holds for every t > 0. Let R(t) be what remains after the three smooth terms are removed:

R(t) = Z(t) − ab/(4πt) + (a+b)/(4u) − 1/4.

Because AB − 1 = 2S(a,t) + 2S(b,t) + 4S(a,t)S(b,t),

R(t) = (ab/(2πt)) (S(a,t) + S(b,t) + 2S(a,t)S(b,t)) − (aS(a,t) + bS(b,t))/(2u).

With c = L²/t, the bound on G gives, for every natural number N,

0 ≤ S(L,t)/t^N = L^(−2N) c^N G(c) ≤ L^(−2N) c^N exp(−c)/(1 − exp(−c)) → 0 as t → 0+.

Dividing R(t) by t^N turns the first group into multiples of S/t^(N+1), which vanish. In the second group 1/(2u) = u/(2πt), so it becomes u/(2π) times such quotients and vanishes too. Hence R(t)/t^N → 0 for every N, and N = 0 is the limit 1/4.

The products S(a,t)S(b,t) have a picture as well: their exponents contain the squared lengths (2ka)² + (2lb)², with k, l ≥ 1, of closed paths that bounce off both pairs of walls.

### The Lean file

```lean
import Mathlib

open Real Filter Topology

namespace DirichletRectangle

noncomputable section

/-- The energy `π² (m²/a² + n²/b²)` of the quantum numbers `m, n` in a rectangle with nonzero
sides `a, b`, in units where the Hamiltonian is minus the Laplacian. -/
def level (a b : ℝ) (m n : ℕ) : ℝ := π ^ 2 * ((m : ℝ) ^ 2 / a ^ 2 + (n : ℝ) ^ 2 / b ^ 2)


/-- The heat trace of the rectangle: the sum of `exp (-t E)` over the levels `E` with both quantum
numbers at least one, for nonzero sides and `t > 0`. -/
def rectangleTrace (a b t : ℝ) : ℝ :=
  ∑' p : ℕ × ℕ, exp (-(t * level a b (p.1 + 1) (p.2 + 1)))

/-- The heat trace of a particle between two hard walls at nonzero distance `L`, for `t > 0`. -/
def intervalTrace (L t : ℝ) : ℝ := ∑' n : ℕ, exp (-(t * (π ^ 2 * ((n : ℝ) + 1) ^ 2 / L ^ 2)))

/-- The sum of `exp (-ℓ² / (4 t))` over the lengths `ℓ = 2 L, 4 L, 6 L, …` of the repeated bounces
between two walls at distance `L`, for `L, t > 0`. -/
def orbitSum (L t : ℝ) : ℝ := ∑' n : ℕ, exp (-(2 * ((n : ℝ) + 1) * L) ^ 2 / (4 * t))

/-- The one-sided Gaussian sum of `exp (-c k²)` over `k = 1, 2, 3, …`, for `c > 0`. -/
def gaussSum (c : ℝ) : ℝ := ∑' n : ℕ, exp (-(c * ((n : ℝ) + 1) ^ 2))


/-- For `c > 0` the Gaussian sum converges and is at most the geometric series with ratio
`exp (-c)` that starts at `exp (-c)`. -/
theorem gaussSum_bound {c : ℝ} (hc : 0 < c) :
    (Summable fun n : ℕ => exp (-(c * ((n : ℝ) + 1) ^ 2))) ∧
      gaussSum c ≤ exp (-c) * (1 - exp (-c))⁻¹ := by
  have hle : ∀ n : ℕ, exp (-(c * ((n : ℝ) + 1) ^ 2)) ≤ exp (-c) * exp (-c) ^ n := by
    intro n
    rw [← Real.exp_nat_mul, ← Real.exp_add]
    apply Real.exp_le_exp.mpr
    have hn : (0 : ℝ) ≤ n := Nat.cast_nonneg n
    nlinarith [mul_nonneg hc.le hn, mul_nonneg hc.le (mul_nonneg hn hn)]
  have hg := (hasSum_geometric_of_lt_one (exp_pos (-c)).le
    (Real.exp_lt_one_iff.mpr (by linarith))).mul_left (exp (-c))
  have hs := Summable.of_nonneg_of_le (fun n => (exp_pos _).le) hle hg.summable
  exact ⟨hs, hasSum_le hle hs.hasSum hg⟩

/-- Poisson summation for the Gaussian sum with `c > 0`. -/
theorem gaussSum_poisson {c : ℝ} (hc : 0 < c) :
    1 + 2 * gaussSum c = √(π / c) * (1 + 2 * gaussSum (π ^ 2 / c)) := by
  -- the sum over all integers is the central term plus two equal halves
  have key : ∀ c : ℝ, 0 < c →
      ∑' n : ℤ, exp (-(c * (n : ℝ) ^ 2)) = 1 + 2 * gaussSum c := by
    intro c hc
    have h : HasSum (fun n : ℕ => exp (-(c * ((n : ℝ) + 1) ^ 2))) (gaussSum c) :=
      (gaussSum_bound hc).1.hasSum
    have h1 : HasSum (fun n : ℕ => exp (-(c * ((n + 1 : ℕ) : ℝ) ^ 2))) (gaussSum c) := by
      simpa only [Nat.cast_add, Nat.cast_one] using h
    have h2 := (hasSum_nat_add_iff (f := fun n : ℕ => exp (-(c * (n : ℝ) ^ 2))) 1).mp h1
    have h3 : HasSum (fun n : ℕ => exp (-(c * ((n : ℤ) : ℝ) ^ 2))) (gaussSum c + 1) := by
      simpa using h2
    have e : ∀ n : ℕ, exp (-(c * ((-((n : ℤ) + 1) : ℤ) : ℝ) ^ 2))
        = exp (-(c * ((n : ℝ) + 1) ^ 2)) := fun n => by
      congr 1
      push_cast
      ring
    have h4 : HasSum (fun n : ℕ => exp (-(c * ((-((n : ℤ) + 1) : ℤ) : ℝ) ^ 2)))
        (gaussSum c) := by
      rw [funext e]
      exact h
    rw [(HasSum.of_nat_of_neg_add_one (f := fun n : ℤ => exp (-(c * (n : ℝ) ^ 2)))
      h3 h4).tsum_eq]
    ring
  have h := Real.tsum_exp_neg_mul_int_sq (div_pos hc Real.pi_pos)
  have e1 : ∀ n : ℤ, exp (-π * (c / π) * (n : ℝ) ^ 2) = exp (-(c * (n : ℝ) ^ 2)) := fun n => by
    congr 1
    field_simp
  have e2 : ∀ n : ℤ, exp (-π / (c / π) * (n : ℝ) ^ 2)
      = exp (-(π ^ 2 / c * (n : ℝ) ^ 2)) := fun n => by
    congr 1
    field_simp
  simp only [e1, e2] at h
  rw [key c hc, key _ (by positivity), ← Real.sqrt_eq_rpow] at h
  rw [h, one_div, ← Real.sqrt_inv, inv_div]

/-- Exact trace formula between two walls: for `L, t > 0` the sum over levels equals a smooth
term plus a sum over repeated bounces. -/
theorem interval_trace_formula {L t : ℝ} (hL : 0 < L) (ht : 0 < t) :
    intervalTrace L t = L / (2 * √(π * t)) * (1 + 2 * orbitSum L t) - 1 / 2 := by
  have e1 : intervalTrace L t = gaussSum (π ^ 2 * t / L ^ 2) :=
    tsum_congr fun n => by
      congr 1
      ring
  have e2 : orbitSum L t = gaussSum (L ^ 2 / t) :=
    tsum_congr fun n => by
      congr 1
      ring
  have h := gaussSum_poisson (c := π ^ 2 * t / L ^ 2) (by positivity)
  have e3 : π / (π ^ 2 * t / L ^ 2) = L ^ 2 / (π * t) := by field_simp
  have e4 : π ^ 2 / (π ^ 2 * t / L ^ 2) = L ^ 2 / t := by field_simp
  rw [e3, e4, Real.sqrt_div (sq_nonneg L), Real.sqrt_sq hL.le, ← e1, ← e2] at h
  linear_combination h / 2

/-- Exact trace formula of the rectangle: for `a, b, t > 0` the heat trace is given by the
orbit sums of the two pairs of walls. -/
theorem rectangle_trace_formula {a b t : ℝ} (ha : 0 < a) (hb : 0 < b) (ht : 0 < t) :
    rectangleTrace a b t =
      a * b / (4 * π * t) * ((1 + 2 * orbitSum a t) * (1 + 2 * orbitSum b t))
      - a / (4 * √(π * t)) * (1 + 2 * orbitSum a t)
      - b / (4 * √(π * t)) * (1 + 2 * orbitSum b t) + 1 / 4 := by
  have hs : ∀ L : ℝ, 0 < L →
      Summable fun n : ℕ => exp (-(t * (π ^ 2 * ((n : ℝ) + 1) ^ 2 / L ^ 2))) := by
    intro L hL
    have e : ∀ n : ℕ, exp (-(t * (π ^ 2 * ((n : ℝ) + 1) ^ 2 / L ^ 2)))
        = exp (-(π ^ 2 * t / L ^ 2 * ((n : ℝ) + 1) ^ 2)) := fun n => by
      congr 1
      ring
    rw [funext e]
    exact (gaussSum_bound (by positivity)).1
  -- the energies add, so the trace factorises
  have hprod : rectangleTrace a b t = intervalTrace a t * intervalTrace b t := by
    unfold rectangleTrace intervalTrace
    rw [tsum_mul_tsum_of_summable_norm (hs a ha).norm (hs b hb).norm]
    refine tsum_congr fun p => ?_
    rw [← Real.exp_add]
    congr 1
    unfold level
    push_cast
    ring
  have e : 4 * π * t = 4 * √(π * t) ^ 2 := by
    rw [Real.sq_sqrt (by positivity)]
    ring
  rw [hprod, interval_trace_formula ha ht, interval_trace_formula hb ht, e]
  ring

/-- For `L > 0` the orbit sum vanishes faster than every power of `t` as `t → 0+`. -/
theorem orbitSum_decay {L : ℝ} (hL : 0 < L) (N : ℕ) :
    Tendsto (fun t => orbitSum L t / t ^ N) (𝓝[>] 0) (𝓝 0) := by
  have hG : Tendsto (fun c : ℝ => c ^ N * gaussSum c) atTop (𝓝 0) := by
    have h := (Real.tendsto_pow_mul_exp_neg_atTop_nhds_zero N).mul
      ((Real.tendsto_exp_neg_atTop_nhds_zero.const_sub 1).inv₀ (by norm_num))
    rw [zero_mul] at h
    refine squeeze_zero' ?_ ?_ h
    · filter_upwards [eventually_gt_atTop (0 : ℝ)] with c hc
      exact mul_nonneg (pow_nonneg hc.le N) (tsum_nonneg fun n => (exp_pos _).le)
    · filter_upwards [eventually_gt_atTop (0 : ℝ)] with c hc
      rw [mul_assoc]
      exact mul_le_mul_of_nonneg_left (gaussSum_bound hc).2 (pow_nonneg hc.le N)
  have hx : Tendsto (fun t : ℝ => L ^ 2 / t) (𝓝[>] 0) atTop := by
    simpa only [div_eq_mul_inv] using
      tendsto_inv_nhdsGT_zero.const_mul_atTop (pow_pos hL 2)
  have h := (hG.comp hx).const_mul (((L ^ 2) ^ N)⁻¹)
  rw [mul_zero] at h
  refine h.congr fun t => ?_
  have e : orbitSum L t = gaussSum (L ^ 2 / t) :=
    tsum_congr fun n => by
      congr 1
      ring
  have hl : ((L ^ 2) ^ N)⁻¹ * (L ^ 2) ^ N = 1 := inv_mul_cancel₀ (by positivity)
  rw [Function.comp_apply, e, div_pow]
  generalize gaussSum (L ^ 2 / t) = g
  generalize (L ^ 2) ^ N = l at hl ⊢
  linear_combination (g / t ^ N) * hl

/-- For positive sides, the heat trace differs from its area, perimeter and corner terms by
less than every power of `t` as `t → 0+`. -/
theorem heat_trace_all_orders {a b : ℝ} (ha : 0 < a) (hb : 0 < b) (N : ℕ) :
    Tendsto (fun t => (rectangleTrace a b t - a * b / (4 * π * t)
      + (a + b) / (4 * √(π * t)) - 1 / 4) / t ^ N) (𝓝[>] 0) (𝓝 0) := by
  have hu : Tendsto (fun t : ℝ => √(π * t)) (𝓝[>] 0) (𝓝 0) := by
    have hc : Continuous fun t : ℝ => √(π * t) := by fun_prop
    have h := hc.tendsto 0
    simp only [mul_zero, Real.sqrt_zero] at h
    exact h.mono_left nhdsWithin_le_nhds
  have hA := orbitSum_decay ha (N + 1)
  have hB := orbitSum_decay hb (N + 1)
  have h := (((hA.add hB).add (((orbitSum_decay ha 0).mul hB).const_mul 2)).const_mul
    (a * b / (2 * π))).sub
    ((hu.div_const (2 * π)).mul ((hA.const_mul a).add (hB.const_mul b)))
  simp only [mul_zero, add_zero, sub_zero] at h
  refine h.congr' ?_
  filter_upwards [self_mem_nhdsWithin] with t ht
  have ht : 0 < t := ht
  have hu0 : √(π * t) ≠ 0 := (Real.sqrt_pos.mpr (by positivity)).ne'
  have hsq : √(π * t) ^ 2 = π * t := Real.sq_sqrt (by positivity)
  have e : √(π * t) / (2 * π) = t / (2 * √(π * t)) := by
    rw [div_eq_div_iff (by positivity) (by positivity)]
    linear_combination 2 * hsq
  have hT : t ^ N ≠ 0 := by positivity
  rw [rectangle_trace_formula ha hb ht, e]
  simp only [pow_succ, pow_zero, div_one]
  generalize t ^ N = T at hT ⊢
  generalize √(π * t) = u at hu0 ⊢
  field_simp
  ring

/-- For positive sides, the heat trace minus its area and perimeter terms tends to the corner term
`1/4` as `t → 0+`. -/
theorem heat_trace_corner {a b : ℝ} (ha : 0 < a) (hb : 0 < b) :
    Tendsto (fun t => rectangleTrace a b t - a * b / (4 * π * t)
      + (a + b) / (4 * √(π * t))) (𝓝[>] 0) (𝓝 (1 / 4)) := by
  have h := (heat_trace_all_orders ha hb 0).add_const (1 / 4)
  simp only [pow_zero, div_one, sub_add_cancel, zero_add] at h
  exact h


end

end DirichletRectangle
```

```lean
#print axioms DirichletRectangle.heat_trace_corner
-- 'DirichletRectangle.heat_trace_corner' depends on axioms: [propext, Classical.choice, Quot.sound]
```

### What the statements say

`level a b m n` is the energy formula above, and `rectangleTrace a b t` is Z(t). Lean's natural numbers start at 0, so the sum runs over pairs `p` and inserts `p.1 + 1` and `p.2 + 1`. This excludes the quantum number 0, whose sine mode vanishes identically, and counts degenerate levels with their multiplicity. `intervalTrace`, `orbitSum` and `gaussSum` are K, S and G.

`rectangle_trace_formula` is the exact identity for all a, b, t > 0. `heat_trace_all_orders` says that for positive sides and every natural number `N`, R(t)/t^N tends to 0. The filter `𝓝[>] 0` means that t approaches 0 through positive values. `heat_trace_corner` is the limit 1/4.

The spectrum is an input. That the modes sin(mπx/a) sin(nπy/b) are a complete set of Dirichlet eigenfunctions of −Δ is the usual separation of variables, and the file starts from the resulting formula. The names "perimeter" and "corner" are likewise a reading of the terms: the perimeter is 2(a+b), and by symmetry each of the four right angles accounts for 1/16.

For a particle of mass M at inverse temperature β, setting t = βħ²/(2M) makes Z the canonical partition function. For a single non-interacting particle in a hard-wall rectangle, the result therefore gives the high-temperature corrections to the classical value ab/(4πt): a perimeter term, a corner constant, and nothing else at any power of t.

The opposite limit shows where the three terms stop being useful. As t → ∞ at fixed sides, Z(t) tends to 0 because every level is positive, while the three terms tend to 1/4. The approximation is accurate when t is small compared with a² and b².

The sides have to be positive for a concrete reason. Take a = −1 and b = 1. The levels contain only a², so Z(t) is that of the unit square and grows like 1/(4πt). The area term, however, is now −1/(4πt), and the perimeter term is zero. The expression in `heat_trace_corner` becomes Z(t) + 1/(4πt), which diverges. Even with b > 0, then, a ≠ 0 is not enough.

### How the lemmas carry the argument

`gaussSum_bound` proves convergence together with the geometric bound. Convergence matters because `∑'` returns 0 for a series that does not converge. The comparison of exponents, c(n+1)² ≥ c + nc, is done by `nlinarith`.

`gaussSum_poisson` takes the Gaussian case of Poisson summation from Mathlib as `Real.tsum_exp_neg_mul_int_sq`, applied at c/π. The auxiliary statement `key` splits the sum over all integers into the nonnegative integers and the numbers −(n+1), which yields 1 + 2G(c).

`interval_trace_formula` identifies K and S with values of G (`e1`, `e2`), simplifies the two ratios π/c and π²/c (`e3`, `e4`), and solves for K by `linear_combination h / 2`.

In `rectangle_trace_formula`, `hprod` is the factorisation Z = K(a,t) K(b,t). It uses `tsum_mul_tsum_of_summable_norm`, which turns a product of two absolutely convergent sums into one sum over pairs. After inserting the two interval formulas and writing πt as the square of √(πt), `ring` multiplies out the brackets.

`orbitSum_decay` first shows that c^N G(c) → 0 as c → ∞, by squeezing it between 0 and the geometric bound. It then substitutes c = L²/t, which tends to infinity by `hx`, and restores the constant factor L^(−2N).

`heat_trace_all_orders` builds the limit of R(t)/t^N from its parts. `hA` and `hB` are the decay statements at power `N + 1`, the product S(a,t)S(b,t) uses power 0 for one factor and `N + 1` for the other, and `hu` says that √(πt) → 0. The identity `e` is the step 1/(2u) = u/(2πt), multiplied by t. The closing `field_simp` and `ring` confirm that for t > 0 the assembled expression equals R(t)/t^N. `heat_trace_corner` then sets `N` to 0 and adds 1/4 to both sides.
